# A quadratic error bound for dipole scattering between orthogonal orbitals with a finite transition second moment

In X-ray Raman scattering or electron energy loss, a probe transfers momentum $q$ (as a wavevector) to an electron and lifts it from orbital $g$ to orbital $f$. The one-electron amplitude contains $e^{iq\cdot r}$, whereas X-ray absorption in the dipole approximation contains $q\cdot r$, with $q$ along the polarisation. How far apart are the two at a given $q$?

Write $\rho=\bar f g$ for the transition density and set

$$A(q)=\int\rho\,e^{iq\cdot r},\quad S=\int\rho,\quad D(q)=\int(q\cdot r)\rho,\quad M=\int\|r\|^2|fg|.$$

If $(1+\|r\|^2)\rho$ is integrable and $S=0$, then $|A(q)-iD(q)|\le\tfrac12\|q\|^2M$ for every $q$. This bounds the error of reading a small-$q$ loss spectrum as a dipole spectrum, for a single transition between two fixed orbitals.

```lean
import Mathlib

open MeasureTheory Filter Topology ComplexConjugate

namespace DipoleLimitOfInelasticScattering

noncomputable section
```

Positions and momentum transfers share one Euclidean space, and integrals use ordinary volume.

```lean
/-- Euclidean three-space, used for both positions and momentum transfers. -/
abbrev Space := EuclideanSpace ℝ (Fin 3)
```

The orbitals are plain complex functions, not necessarily normalised. The first hypothesis is `FiniteSecondMoment`; the second will be `overlap f g = 0`.

```lean
/-- The transition density `conj f * g` is integrable with the weight `1 + ‖r‖²`. -/
def FiniteSecondMoment (f g : Space → ℂ) : Prop :=
  Integrable (fun r : Space => ((1 + ‖r‖ ^ 2 : ℝ) : ℂ) * (conj (f r) * g r))
```

The next four definitions are $S$, $A$, $D$ and $M$. Note that `dipole` includes the magnitude of $q$.

```lean
/-- The overlap integral of two orbitals. -/
def overlap (f g : Space → ℂ) : ℂ := ∫ r : Space, conj (f r) * g r

/-- The matrix element of `exp (i q·r)` between two orbitals. -/
def amplitude (f g : Space → ℂ) (q : Space) : ℂ :=
  ∫ r : Space, conj (f r) * Complex.exp (Complex.I * ((inner ℝ q r : ℝ) : ℂ)) * g r

/-- The matrix element of `q·r` between two orbitals. -/
def dipole (f g : Space → ℂ) (q : Space) : ℂ :=
  ∫ r : Space, ((inner ℝ q r : ℝ) : ℂ) * (conj (f r) * g r)

/-- The second moment of the absolute transition density. -/
def secondMoment (f g : Space → ℂ) : ℝ := ∫ r : Space, ‖r‖ ^ 2 * ‖f r * g r‖
```

## The phase estimate needs neither hypothesis

For real $x$, the claim is $|e^{ix}-1-ix|\le x^2/2$. The squared left side is

$$(\cos x-1)^2+(\sin x-x)^2=2+x^2-2\cos x-2x\sin x,$$

so it suffices that $H(x)=x^4/4-x^2+2\cos x+2x\sin x\ge2$. Here $H(0)=2$, $H$ is even, and for $x\ge0$

$$H'(x)=x^3-2x(1-\cos x)\ge0,$$

because $1-\cos x\le x^2/2$. The proof follows the same route: `hmono` is the monotonicity, `hall` adds negative $x$, and the end compares squares.

```lean
/-- A plane-wave phase differs from its first-order expansion by at most half the
square of the phase angle. -/
theorem phase_remainder (x : ℝ) :
    ‖Complex.exp (Complex.I * (x : ℂ)) - 1 - Complex.I * (x : ℂ)‖ ≤ x ^ 2 / 2 := by
  let H : ℝ → ℝ := fun y => y ^ 4 / 4 - y ^ 2 + 2 * Real.cos y + 2 * (y * Real.sin y)
  have hd : ∀ y, HasDerivAt H (y ^ 3 - 2 * y * (1 - Real.cos y)) y := by
    intro y
    have a := ((hasDerivAt_pow 4 y).div_const 4).fun_sub (hasDerivAt_pow 2 y)
    have b := (Real.hasDerivAt_cos y).const_mul 2
    have c := ((hasDerivAt_id' y).fun_mul (Real.hasDerivAt_sin y)).const_mul 2
    refine ((a.fun_add b).fun_add c).congr_deriv ?_
    simp only [Nat.cast_ofNat, Nat.reduceSub]
    ring
  -- H increases on the half-line because 1 - cos y ≤ y² / 2
  have hmono : MonotoneOn H (Set.Ici 0) := by
    refine monotoneOn_of_deriv_nonneg (convex_Ici 0)
      (fun y _ => (hd y).continuousAt.continuousWithinAt)
      (fun y _ => (hd y).differentiableAt.differentiableWithinAt) ?_
    intro y hy
    rw [interior_Ici] at hy
    have hy0 : 0 ≤ y := le_of_lt hy
    rw [(hd y).deriv]
    nlinarith [mul_nonneg hy0 (sub_nonneg.mpr (Real.one_sub_sq_div_two_le_cos (x := y)))]
  have hpos : ∀ y : ℝ, 0 ≤ y →
      2 ≤ y ^ 4 / 4 - y ^ 2 + 2 * Real.cos y + 2 * (y * Real.sin y) := by
    intro y hy
    have h := hmono (Set.mem_Ici.mpr le_rfl) (Set.mem_Ici.mpr hy) hy
    have h0 : H 0 = 2 := by simp [H]
    rw [h0] at h
    exact h
  have hall : 2 ≤ x ^ 4 / 4 - x ^ 2 + 2 * Real.cos x + 2 * (x * Real.sin x) := by
    rcases le_total 0 x with hx | hx
    · exact hpos x hx
    · have h := hpos (-x) (by linarith)
      rw [Real.cos_neg, Real.sin_neg] at h
      linarith [show (-x) ^ 4 = x ^ 4 by ring, show (-x) ^ 2 = x ^ 2 by ring,
        show -x * -Real.sin x = x * Real.sin x by ring]
  have hre : (Complex.exp (Complex.I * (x : ℂ)) - 1 - Complex.I * (x : ℂ)).re
      = Real.cos x - 1 := by simp [Complex.exp_re]
  have him : (Complex.exp (Complex.I * (x : ℂ)) - 1 - Complex.I * (x : ℂ)).im
      = Real.sin x - x := by simp [Complex.exp_im]
  refine (sq_le_sq₀ (norm_nonneg _) (by positivity)).mp ?_
  rw [Complex.sq_norm, Complex.normSq_apply, hre, him]
  nlinarith [Real.sin_sq_add_cos_sq x]
```

## A transition density with a finite second moment

Physically, the product of the orbitals must decay fast enough for its spatial extent to be finite. A localised core orbital can ensure this even when the other orbital is a continuum state.

By hand, the hypothesis allows the integrals to be combined:

$$A-S-iD=\int(e^{iq\cdot r}-1-iq\cdot r)\rho.$$

The phase estimate and $|q\cdot r|\le\|q\|\|r\|$ then bound the modulus by $\tfrac12\|q\|^2M$.

In the proof, the hypothesis enters through `integrable_factor`. Dividing out the weight shows that $\rho$ is measurable, and domination then gives integrability after multiplication by any continuous factor of at most quadratic growth.

```lean
/-- If its second moment is finite, the transition density stays integrable after multiplication by
a continuous factor that grows at most quadratically. -/
theorem integrable_factor {f g : Space → ℂ} (h : FiniteSecondMoment f g)
    (c : Space → ℂ) (hc : Continuous c) (C : ℝ) (hb : ∀ r, ‖c r‖ ≤ C * (1 + ‖r‖ ^ 2)) :
    Integrable (fun r : Space => c r * (conj (f r) * g r)) := by
  have h' : Integrable
    (fun r : Space => ((1 + ‖r‖ ^ 2 : ℝ) : ℂ) * (conj (f r) * g r)) := h
  have hpos : ∀ r : Space, 0 < 1 + ‖r‖ ^ 2 := fun r => by positivity
  -- dividing out the weight shows that the density itself is measurable
  have hm : AEStronglyMeasurable (fun r : Space => conj (f r) * g r) volume := by
    have hw : Continuous (fun r : Space => (((1 + ‖r‖ ^ 2)⁻¹ : ℝ) : ℂ)) :=
      Complex.continuous_ofReal.comp
        (Continuous.inv₀ (by fun_prop) (fun r => (hpos r).ne'))
    refine (hw.aestronglyMeasurable.mul h'.aestronglyMeasurable).congr
      (Eventually.of_forall fun r => ?_)
    change (((1 + ‖r‖ ^ 2)⁻¹ : ℝ) : ℂ) * (((1 + ‖r‖ ^ 2 : ℝ) : ℂ) * (conj (f r) * g r))
      = conj (f r) * g r
    rw [Complex.ofReal_inv, inv_mul_cancel_left₀ (Complex.ofReal_ne_zero.mpr (hpos r).ne')]
  refine (h'.norm.const_mul C).mono' (hc.aestronglyMeasurable.mul hm)
    (Eventually.of_forall fun r => ?_)
  calc ‖c r * (conj (f r) * g r)‖ = ‖c r‖ * ‖conj (f r) * g r‖ := norm_mul _ _
    _ ≤ C * (1 + ‖r‖ ^ 2) * ‖conj (f r) * g r‖ :=
        mul_le_mul_of_nonneg_right (hb r) (norm_nonneg _)
    _ = C * ‖((1 + ‖r‖ ^ 2 : ℝ) : ℂ) * (conj (f r) * g r)‖ := by
        rw [norm_mul ((1 + ‖r‖ ^ 2 : ℝ) : ℂ), Complex.norm_real,
          Real.norm_of_nonneg (hpos r).le, mul_assoc]
```

The factors needed are $1$, $q\cdot r$, the phase and $\|r\|^2$. The step `key` combines the integrals.

```lean
/-- If the transition density has a finite second moment, the scattering amplitude equals overlap
plus `i` times the dipole amplitude, up to half the squared momentum transfer times the absolute
second moment. -/
theorem amplitude_expansion {f g : Space → ℂ} (h : FiniteSecondMoment f g) (q : Space) :
    ‖amplitude f g q - overlap f g - Complex.I * dipole f g q‖
      ≤ ‖q‖ ^ 2 / 2 * secondMoment f g := by
  have h0 : Integrable (fun r : Space => conj (f r) * g r) := by
    have h1 := integrable_factor h (fun _ => 1) continuous_const 1
      (fun r => by rw [norm_one]; nlinarith [sq_nonneg ‖r‖])
    simpa only [one_mul] using h1
  have h1 := integrable_factor h (fun r => ((inner ℝ q r : ℝ) : ℂ)) (by fun_prop) ‖q‖
    (fun r => by
      simp only [Complex.norm_real, Real.norm_eq_abs]
      exact (abs_real_inner_le_norm q r).trans (mul_le_mul_of_nonneg_left
        (by nlinarith [sq_nonneg (‖r‖ - 1), sq_nonneg ‖r‖]) (norm_nonneg q)))
  have h2 : Integrable (fun r : Space =>
      conj (f r) * Complex.exp (Complex.I * ((inner ℝ q r : ℝ) : ℂ)) * g r) := by
    have e : (fun r : Space =>
        conj (f r) * Complex.exp (Complex.I * ((inner ℝ q r : ℝ) : ℂ)) * g r) = fun r =>
        Complex.exp (Complex.I * ((inner ℝ q r : ℝ) : ℂ)) * (conj (f r) * g r) := by
      funext r
      ring
    rw [e]
    refine integrable_factor h
      (fun r => Complex.exp (Complex.I * ((inner ℝ q r : ℝ) : ℂ))) (by fun_prop) 1 ?_
    intro r
    have hn : ‖Complex.exp (Complex.I * ((inner ℝ q r : ℝ) : ℂ))‖ = 1 := by
      rw [mul_comm, Complex.norm_exp_ofReal_mul_I]
    exact hn.le.trans (by nlinarith [sq_nonneg ‖r‖])
  have h3 : Integrable (fun r : Space => ‖r‖ ^ 2 * ‖f r * g r‖) := by
    have h4 := (integrable_factor h (fun r => ((‖r‖ ^ 2 : ℝ) : ℂ)) (by fun_prop) 1
      (fun r => by
        simp only [Complex.norm_real, norm_pow, norm_norm]
        linarith)).norm
    simpa only [norm_mul, Complex.norm_real, RCLike.norm_conj, norm_pow, norm_norm] using h4
  have h20 : Integrable (fun r : Space =>
      conj (f r) * Complex.exp (Complex.I * ((inner ℝ q r : ℝ) : ℂ)) * g r
        - conj (f r) * g r) := h2.sub h0
  -- collect the three integrals into one, with the phase remainder as a factor
  have key : amplitude f g q - overlap f g - Complex.I * dipole f g q =
      ∫ r : Space, (Complex.exp (Complex.I * ((inner ℝ q r : ℝ) : ℂ)) - 1
        - Complex.I * ((inner ℝ q r : ℝ) : ℂ)) * (conj (f r) * g r) := by
    unfold amplitude overlap dipole
    rw [← integral_const_mul, ← integral_sub h2 h0,
      ← integral_sub h20 (h1.const_mul Complex.I)]
    congr 1
    funext r
    ring
  rw [key, secondMoment, ← integral_const_mul]
  refine norm_integral_le_of_norm_le (h3.const_mul _) (Eventually.of_forall fun r => ?_)
  have hq : (inner ℝ q r : ℝ) ^ 2 ≤ (‖q‖ * ‖r‖) ^ 2 := by
    rw [← sq_abs]
    exact pow_le_pow_left₀ (abs_nonneg _) (abs_real_inner_le_norm q r) 2
  have hρ : ‖conj (f r) * g r‖ = ‖f r * g r‖ := by
    rw [norm_mul, norm_mul, RCLike.norm_conj]
  rw [norm_mul, hρ]
  calc _ ≤ (‖q‖ * ‖r‖) ^ 2 / 2 * ‖f r * g r‖ :=
        mul_le_mul_of_nonneg_right ((phase_remainder _).trans (by linarith)) (norm_nonneg _)
    _ = ‖q‖ ^ 2 / 2 * (‖r‖ ^ 2 * ‖f r * g r‖) := by ring
```

Without this hypothesis $M$ may diverge, and the estimate by hand says nothing. Lean gives a divergent integral the value zero, so the formal inequality could then be false.

One alternative is to require $f$, $g$, $\|r\|f$ and $\|r\|g$ to be square-integrable separately. By Cauchy–Schwarz this implies the present condition, and it makes $S$ a Hilbert-space inner product, but it excludes continuum states that are not normalisable.

## Orthogonal orbitals

Eigenfunctions of one Hermitian one-electron Hamiltonian with different energies are orthogonal. Orbitals from separate ground-state and core-hole calculations need not be.

By hand and in the proof, $S=0$ is used once, to remove the overlap from the expansion.

```lean
/-- For orthogonal orbitals whose transition density has a finite second moment, the scattering
amplitude differs from `i` times the dipole amplitude by at most half the squared momentum transfer
times the second moment. -/
theorem dipole_approximation {f g : Space → ℂ} (h : FiniteSecondMoment f g)
    (horth : overlap f g = 0) (q : Space) :
    ‖amplitude f g q - Complex.I * dipole f g q‖ ≤ ‖q‖ ^ 2 / 2 * secondMoment f g := by
  simpa only [horth, sub_zero] using amplitude_expansion h q
```

Take oscillator states in units of the oscillator length: $g=\pi^{-3/4}e^{-r^2/2}$ and $f=\sqrt2\,z\,g$. For $q$ along $z$ with magnitude $0.2$,

$$D=\frac{0.2}{\sqrt2}\approx0.1414,\qquad A=iDe^{-0.01}\approx0.1400\,i,\qquad M=2\sqrt{2/\pi}\approx1.596.$$

The error is about $0.0014$, and the bound is $0.032$. The gap is wide because $\rho$ is odd here: the second-order term vanishes, and the error starts at third order in $\|q\|$.

Without orthogonality, $A(0)=S\ne0$ while $D(0)=0$, so no error bound of the form $C\|q\|^2$ can hold. The next theorem makes this an equivalence; its converse sets $q=0$.

```lean
/-- If the transition density has a finite second moment, the orbitals are orthogonal exactly when
the error of the dipole amplitude is bounded by a constant times the squared momentum transfer. -/
theorem orthogonal_iff_quadratic_error {f g : Space → ℂ} (h : FiniteSecondMoment f g) :
    overlap f g = 0 ↔
      ∃ C : ℝ, ∀ q, ‖amplitude f g q - Complex.I * dipole f g q‖ ≤ C * ‖q‖ ^ 2 := by
  constructor
  · intro horth
    refine ⟨secondMoment f g / 2, fun q => (dipole_approximation h horth q).trans ?_⟩
    exact le_of_eq (by ring)
  · rintro ⟨C, hC⟩
    -- at zero momentum transfer only the overlap survives
    have h0 := hC 0
    have hM : amplitude f g 0 = overlap f g := by simp [amplitude, overlap]
    have hD : dipole f g 0 = 0 := by simp [dipole]
    rw [hM, hD] at h0
    simpa using h0
```

## Intensities and the limit of small momentum transfer

Under both hypotheses, the amplitude bound also controls the squared amplitude. With $B=\tfrac12\|q\|^2M$, we have $\big||A|-|D|\big|\le B$ and hence $|A|+|D|\le2|D|+B$. Multiplying these gives

$$\big||A|^2-|D|^2\big|\le B(2|D|+B).$$

```lean
/-- For orthogonal orbitals whose transition density has a finite second moment, the squared
scattering amplitude differs from the squared dipole amplitude by at most `B * (2 * ‖dipole‖ + B)`,
with `B` the amplitude error bound. -/
theorem intensity_error {f g : Space → ℂ} (h : FiniteSecondMoment f g)
    (horth : overlap f g = 0) (q : Space) :
    |‖amplitude f g q‖ ^ 2 - ‖dipole f g q‖ ^ 2| ≤
      (‖q‖ ^ 2 / 2 * secondMoment f g) *
        (2 * ‖dipole f g q‖ + ‖q‖ ^ 2 / 2 * secondMoment f g) := by
  have hd := (abs_norm_sub_norm_le (amplitude f g q) (Complex.I * dipole f g q)).trans
    (dipole_approximation h horth q)
  rw [norm_mul, Complex.norm_I, one_mul] at hd
  have hs : 0 ≤ ‖amplitude f g q‖ + ‖dipole f g q‖ := by positivity
  rw [show ‖amplitude f g q‖ ^ 2 - ‖dipole f g q‖ ^ 2 =
    (‖amplitude f g q‖ - ‖dipole f g q‖) * (‖amplitude f g q‖ + ‖dipole f g q‖) by ring,
    abs_mul, abs_of_nonneg hs]
  exact mul_le_mul hd (by linarith [(abs_le.mp hd).2]) hs ((abs_nonneg _).trans hd)
```

Since $D(tq)=tD(q)$, dividing the amplitude bound at $tq$ by $|t|$ gives

$$\left|\frac{A(tq)}{t}-iD(q)\right|\le\frac{|t|}{2}\|q\|^2M\longrightarrow0.$$

```lean
/-- The dipole amplitude scales linearly with the momentum transfer. -/
theorem dipole_smul (f g : Space → ℂ) (t : ℝ) (q : Space) :
    dipole f g (t • q) = (t : ℂ) * dipole f g q := by
  unfold dipole
  rw [← integral_const_mul]
  congr 1
  funext r
  rw [real_inner_smul_left, Complex.ofReal_mul, mul_assoc]
```

The proof squeezes the error between zero and this bound as $t\to0$ with $t\ne0$. For a dipole-forbidden transition the limit is zero, and the leading multipole is left undetermined.

```lean
/-- For orthogonal orbitals whose transition density has a finite second moment, the amplitude at
momentum transfer `t q` divided by `t` tends to `i` times the dipole amplitude at `q` as `t` tends
to zero. -/
theorem dipole_limit {f g : Space → ℂ} (h : FiniteSecondMoment f g)
    (horth : overlap f g = 0) (q : Space) :
    Tendsto (fun t : ℝ => amplitude f g (t • q) / (t : ℂ)) (𝓝[≠] 0)
      (𝓝 (Complex.I * dipole f g q)) := by
  rw [tendsto_iff_norm_sub_tendsto_zero]
  have hb : Tendsto (fun t : ℝ => |t| * (‖q‖ ^ 2 / 2 * secondMoment f g))
      (𝓝[≠] 0) (𝓝 0) := by
    have hc : Continuous (fun t : ℝ => |t| * (‖q‖ ^ 2 / 2 * secondMoment f g)) :=
      continuous_abs.mul continuous_const
    have h0 := hc.tendsto 0
    simp only [abs_zero, zero_mul] at h0
    exact h0.mono_left nhdsWithin_le_nhds
  refine squeeze_zero' (Eventually.of_forall fun t => norm_nonneg _) ?_ hb
  filter_upwards [self_mem_nhdsWithin] with t ht
  have ht0 : t ≠ 0 := ht
  have htc : (t : ℂ) ≠ 0 := Complex.ofReal_ne_zero.mpr ht0
  have hm := dipole_approximation h horth (t • q)
  rw [dipole_smul, norm_smul, Real.norm_eq_abs] at hm
  have e : amplitude f g (t • q) / (t : ℂ) - Complex.I * dipole f g q =
      (amplitude f g (t • q) - Complex.I * ((t : ℂ) * dipole f g q)) / (t : ℂ) := by
    rw [eq_div_iff htc, sub_mul, div_mul_cancel₀ _ htc]
    ring
  rw [e, norm_div, Complex.norm_real, Real.norm_eq_abs, div_le_iff₀ (abs_pos.mpr ht0)]
  exact hm.trans (le_of_eq (by ring))

end

end DipoleLimitOfInelasticScattering
```

```lean
#print axioms DipoleLimitOfInelasticScattering.orthogonal_iff_quadratic_error
-- 'DipoleLimitOfInelasticScattering.orthogonal_iff_quadratic_error' depends on axioms: [propext, Classical.choice, Quot.sound]
#print axioms DipoleLimitOfInelasticScattering.intensity_error
-- 'DipoleLimitOfInelasticScattering.intensity_error' depends on axioms: [propext, Classical.choice, Quot.sound]
#print axioms DipoleLimitOfInelasticScattering.dipole_limit
-- 'DipoleLimitOfInelasticScattering.dipole_limit' depends on axioms: [propext, Classical.choice, Quot.sound]
```
